# On a ring of N sites, x(x − N)/(2N) is the potential of a unit point charge in a uniform background −1/N

The failing declaration, `negLaplacian_green`, concerns the lattice Poisson equation on a finite ring of N ≥ 1 sites, with the negative Laplacian 2φ(x) − φ(x+1) − φ(x−1). It states that this operator, applied to G(x) = x(x − N)/(2N) with x represented in 0, …, N − 1, gives 1 − 1/N at the origin and −1/N at every other site. That is a unit point charge at the origin together with a uniform background of −1/N per site. The proof represents the site by a natural number k < N and treats k = 0, where the left neighbour is the site N − 1, apart from k > 0. In each case it puts in the values of G at the site and its two neighbours and leaves the rest to algebra.

As first written in Lean, the proof fails:

```lean
import Mathlib

open ComplexConjugate

namespace PeriodicPoisson

noncomputable section

variable {N : ℕ} [NeZero N]

/-- The negative lattice Laplacian on a ring of `N` sites. -/
def negLaplacian (φ : ZMod N → ℂ) (x : ZMod N) : ℂ :=
  2 * φ x - φ (x + 1) - φ (x - 1)

/-- The periodic Green function `x (x - N) / (2 N)`, with `x` represented in `0, ..., N - 1`. -/
def green (x : ZMod N) : ℂ :=
  (x.val : ℂ) * ((x.val : ℂ) - N) / (2 * N)

omit [NeZero N] in
/-- The polynomial formula for the Green function holds on the closed range `0, ..., N`. -/
theorem green_natCast {k : ℕ} (hk : k ≤ N) :
    green (k : ZMod N) = (k : ℂ) * ((k : ℂ) - N) / (2 * N) := by
  rcases Nat.lt_or_eq_of_le hk with h | h
  · rw [green, ZMod.val_natCast_of_lt h]
  · rw [h]
    simp [green]

/-- The source of the Green function is a unit point charge at the origin together with a uniform
background `-1/N`. -/
theorem negLaplacian_green (x : ZMod N) :
    negLaplacian green x = (if x = 0 then 1 else 0) - 1 / (N : ℂ) := by
  have hN : (N : ℂ) ≠ 0 := Nat.cast_ne_zero.mpr (NeZero.ne N)
  obtain ⟨k, hk, rfl⟩ : ∃ k : ℕ, k < N ∧ (k : ZMod N) = x :=
    ⟨x.val, ZMod.val_lt x, ZMod.natCast_zmod_val x⟩
  have h0 := green_natCast (N := N) hk.le
  have h1 := green_natCast (N := N) (k := k + 1) hk
  rw [Nat.cast_succ, Nat.cast_succ] at h1
  rcases Nat.eq_zero_or_pos k with rfl | hpos
  · -- at the origin the left neighbour is the site `N - 1`
    have h2 := green_natCast (N := N) (k := N - 1) (Nat.sub_le _ _)
    have e : ((N - 1 : ℕ) : ZMod N) = 0 - 1 := by
      rw [Nat.cast_sub (show 1 ≤ N from hk), ZMod.natCast_self, Nat.cast_one]
    have e' : ((N - 1 : ℕ) : ℂ) = N - 1 := by
      rw [Nat.cast_sub (show 1 ≤ N from hk), Nat.cast_one]
    rw [e, e'] at h2
    simp only [Nat.cast_zero] at h0 h1 ⊢
    rw [negLaplacian, h0, h1, h2, if_pos rfl]
    field_simp <;> ring
  · -- elsewhere only the constant second difference of the parabola remains
    have h2 := green_natCast (N := N) (k := k - 1) (by omega)
    have e : ((k - 1 : ℕ) : ZMod N) = k - 1 := by
      rw [Nat.cast_sub (show 1 ≤ k from hpos), Nat.cast_one]
    have e' : ((k - 1 : ℕ) : ℂ) = k - 1 := by
      rw [Nat.cast_sub (show 1 ≤ k from hpos), Nat.cast_one]
    rw [e, e'] at h2
    have hne : (k : ZMod N) ≠ 0 := by
      intro h
      have hv := congrArg ZMod.val h
      rw [ZMod.val_natCast_of_lt hk, ZMod.val_zero] at hv
      omega
    rw [negLaplacian, h0, h1, h2, if_neg hne]
    field_simp <;> ring

end

end PeriodicPoisson
```

Messages:

```
Main.lean:47:34: error: Tactic `rewrite` failed: Did not find an occurrence of the pattern
  if ?m.234 = ?m.234 then ?m.236 else ?m.237
in the target expression
  2 * (0 * (0 - ↑N) / (2 * ↑N)) - (0 + 1) * (0 + 1 - ↑N) / (2 * ↑N) - (↑N - 1) * (↑N - 1 - ↑N) / (2 * ↑N) =
    (if True then 1 else 0) - 1 / ↑N

case inl
N : ℕ
inst✝ : NeZero N
hN : ↑N ≠ 0
hk : 0 < N
h2 : green (0 - 1) = (↑N - 1) * (↑N - 1 - ↑N) / (2 * ↑N)
e : ↑(N - 1) = 0 - 1
e' : ↑(N - 1) = ↑N - 1
h0 : green 0 = 0 * (0 - ↑N) / (2 * ↑N)
h1 : green (0 + 1) = (0 + 1) * (0 + 1 - ↑N) / (2 * ↑N)
⊢ 2 * (0 * (0 - ↑N) / (2 * ↑N)) - (0 + 1) * (0 + 1 - ↑N) / (2 * ↑N) - (↑N - 1) * (↑N - 1 - ↑N) / (2 * ↑N) =
    (if True then 1 else 0) - 1 / ↑N
```

Diagnosis. The one error is in the case k = 0, at `if_pos rfl`. The goal's condition began as `((0 : ℕ) : ZMod N) = 0`. The line `simp only [Nat.cast_zero] at h0 h1 ⊢` turned the cast into `0` and then simplified `0 = 0` to `True`, but left the `if` standing, so the goal contains `if True then 1 else 0`. Since `rfl` proves an equation, `if_pos rfl` looks for an `if` whose condition has the form `a = a`. `True` is not of that form, and `rw` finds nothing to rewrite. The rewrites before it in the same `rw` had gone through, as the printed target shows.

The repair is `if_pos trivial`: `trivial` proves `True`, so the pattern now matches and the `if` becomes `1`.

Replacing `field_simp <;> ring` with `field_simp` and `ring` on separate lines, in both cases, is mere tidying and has no part in curing the error.

The repair, with which the file compiles:

```diff
@@ -45,6 +45,7 @@
     rw [e, e'] at h2
     simp only [Nat.cast_zero] at h0 h1 ⊢
-    rw [negLaplacian, h0, h1, h2, if_pos rfl]
-    field_simp <;> ring
+    rw [negLaplacian, h0, h1, h2, if_pos trivial]
+    field_simp
+    ring
   · -- elsewhere only the constant second difference of the parabola remains
     have h2 := green_natCast (N := N) (k := k - 1) (by omega)
@@ -60,5 +61,6 @@
       omega
     rw [negLaplacian, h0, h1, h2, if_neg hne]
-    field_simp <;> ring
+    field_simp
+    ring
 
 end
```
